# A nonzero cubic term makes the disordered state metastable at small positive \(a\) in a quartic Landau model

Q: Before I object to anything, what are the order parameter and the free energy, and which conventions do they carry?

A: The order parameter \(x\) is a vector with \(n\) real components and the Euclidean norm \(\|x\|\). The free energy is

\[
F(x) = a\|x\|^2 + C(x) + Q(x),
\]

where \(a\) is a real number, \(C\) a homogeneous cubic polynomial in the components and \(Q\) a homogeneous quartic one. There is no factor \(1/2\) in front of \(a\). Physically, \(a\) measures the stiffness of the disordered state \(x=0\) and falls on cooling.

```lean
import Mathlib

open Topology

namespace LandauCubicCriterion

noncomputable section

/-- The space of order parameters with `n` real components and the Euclidean norm. -/
abbrev OrderSpace (n : ℕ) := EuclideanSpace ℝ (Fin n)
```

A polynomial and its values are different objects in Lean, so `value P x` evaluates the polynomial `P` at the components of `x`. I write this as \(P(x)\).

```lean
variable {n : ℕ}

/-- The value of a polynomial in the components of the order parameter `x`. -/
def value (P : MvPolynomial (Fin n) ℝ) (x : OrderSpace n) : ℝ :=
  MvPolynomial.eval x.ofLp P
```

`landau a C Q x` is then \(F(x)\). The definition accepts any two polynomials; the degrees enter the theorems as `C.IsHomogeneous 3` and `Q.IsHomogeneous 4`.

```lean
/-- The Landau free energy `a‖x‖² + C(x) + Q(x)`. -/
def landau (a : ℝ) (C Q : MvPolynomial (Fin n) ℝ) (x : OrderSpace n) : ℝ :=
  a * ‖x‖ ^ 2 + value C x + value Q x
```

Q: Does `IsHomogeneous` really mean what I mean by a cubic invariant?

A: It means that every monomial that occurs has total degree \(d\). The zero polynomial qualifies for every \(d\), so \(C \neq 0\) is a separate hypothesis where it is needed. It stands for a symmetry that permits a cubic invariant, with a coefficient that doesn't vanish. No symmetry group appears: \(C\) and \(Q\) are arbitrary forms, held fixed while \(a\) varies.

The scaling law follows. Replacing \(x\) by \(tx\) multiplies each monomial by \(t\) to the sum of its exponents, so

\[
P(tx) = t^d P(x)
\]

for every real \(t\), including negative ones. The proof does this monomial by monomial.

```lean
/-- A homogeneous polynomial of degree `d` scales with the power `d` of the amplitude. -/
theorem value_smul {P : MvPolynomial (Fin n) ℝ} {d : ℕ} (hP : P.IsHomogeneous d)
    (t : ℝ) (x : OrderSpace n) : value P (t • x) = t ^ d * value P x := by
  unfold value
  rw [MvPolynomial.eval_eq', MvPolynomial.eval_eq', Finset.mul_sum]
  refine Finset.sum_congr rfl fun m hm => ?_
  -- the exponents of every monomial that occurs add up to `d`
  have hd : ∑ i, m i = d := by
    have h := hP (MvPolynomial.mem_support_iff.mp hm)
    rw [Finsupp.weight_apply, Finsupp.sum_fintype _ _ (by simp)] at h
    simpa using h
  simp only [WithLp.ofLp_smul, Pi.smul_apply, smul_eq_mul, mul_pow,
    Finset.prod_mul_distrib, Finset.prod_pow_eq_pow_sum, hd]
  ring
```

Q: In many components I worry about uniformity. Zero could be a minimum along every ray and still fail to be a local minimum.

A: For a general function it could. Here compactness of the unit sphere prevents it. Polynomials are continuous, and any \(x\neq 0\) is \(\|x\|u\) with \(\|u\|=1\).

```lean
lemma continuous_value (P : MvPolynomial (Fin n) ℝ) : Continuous (value P) := by
  have h : Continuous (fun x : OrderSpace n => x.ofLp) := PiLp.continuous_ofLp 2 _
  exact (MvPolynomial.continuous_eval P).comp h

lemma exists_direction {x : OrderSpace n} (hx : x ≠ 0) :
    ∃ u : OrderSpace n, ‖u‖ = 1 ∧ x = ‖x‖ • u := by
  have h : ‖x‖ ≠ 0 := norm_ne_zero_iff.mpr hx
  exact ⟨‖x‖⁻¹ • x, by rw [norm_smul, norm_inv, norm_norm, inv_mul_cancel₀ h],
    (smul_inv_smul₀ h x).symm⟩
```

If \(|P(u)| \le K\) on the sphere, scaling gives \(|P(x)| = \|x\|^d|P(u)| \le K\|x\|^d\), with one \(K\) for all directions.

```lean
/-- A homogeneous polynomial of degree `d` is bounded by a constant times `‖x‖ ^ d`
at all nonzero `x`. -/
theorem value_bound {P : MvPolynomial (Fin n) ℝ} {d : ℕ} (hP : P.IsHomogeneous d) :
    ∃ K : ℝ, ∀ x : OrderSpace n, x ≠ 0 → |value P x| ≤ K * ‖x‖ ^ d := by
  obtain ⟨K, hK⟩ := (isCompact_sphere (0 : OrderSpace n) 1).exists_bound_of_continuousOn
    (continuous_value P).continuousOn
  refine ⟨K, fun x hx => ?_⟩
  obtain ⟨u, hu, hxu⟩ := exists_direction hx
  have h : value P x = ‖x‖ ^ d * value P u := by rw [← value_smul hP, ← hxu]
  have hb : |value P u| ≤ K := hK u (mem_sphere_zero_iff_norm.mpr hu)
  rw [h, abs_mul, abs_of_nonneg (pow_nonneg (norm_nonneg x) d), mul_comm]
  exact mul_le_mul_of_nonneg_right hb (pow_nonneg (norm_nonneg x) d)
```

Scaling also gives the free energy along a ray,

\[
F(tx) = t^2\left(a\|x\|^2 + t\,C(x) + t^2 Q(x)\right),
\]

and setting \(t=0\) gives \(F(0)=0\).

```lean
/-- Along a ray the free energy, with `C` cubic and `Q` quartic, is the squared amplitude
times a quadratic polynomial in the amplitude. -/
theorem landau_ray {C Q : MvPolynomial (Fin n) ℝ} (hC : C.IsHomogeneous 3)
    (hQ : Q.IsHomogeneous 4) (a t : ℝ) (x : OrderSpace n) :
    landau a C Q (t • x) =
      t ^ 2 * (a * ‖x‖ ^ 2 + t * value C x + t ^ 2 * value Q x) := by
  unfold landau
  rw [value_smul hC, value_smul hQ, norm_smul, mul_pow, Real.norm_eq_abs, sq_abs]
  ring

lemma landau_zero {C Q : MvPolynomial (Fin n) ℝ} (hC : C.IsHomogeneous 3)
    (hQ : Q.IsHomogeneous 4) (a : ℝ) : landau a C Q 0 = 0 := by
  have h := landau_ray hC hQ a 0 0
  rw [zero_smul] at h
  rw [h]
  ring
```

With bounds \(K\) for \(C\) and \(L\) for \(Q\),

\[
F(x) \ge \|x\|^2\left(a - K\|x\| - L\|x\|^2\right).
\]

For \(a>0\) the bracket is positive near \(x=0\), by continuity. So \(F(x)>0=F(0)\) for all sufficiently small nonzero \(x\), whatever their direction. In the statement, `∀ᶠ x in 𝓝[≠] 0` says exactly this: the strict inequality holds throughout some neighbourhood of zero with zero itself removed.

```lean
/-- For `a > 0`, `C` cubic and `Q` quartic, the disordered state `x = 0` is a strict local
minimum of the free energy. -/
theorem strict_local_min {C Q : MvPolynomial (Fin n) ℝ} (hC : C.IsHomogeneous 3)
    (hQ : Q.IsHomogeneous 4) {a : ℝ} (ha : 0 < a) :
    ∀ᶠ x in 𝓝[≠] (0 : OrderSpace n), landau a C Q 0 < landau a C Q x := by
  obtain ⟨K, hK⟩ := value_bound hC
  obtain ⟨L, hL⟩ := value_bound hQ
  have hc : Continuous (fun x : OrderSpace n => a - K * ‖x‖ - L * ‖x‖ ^ 2) := by fun_prop
  have hev : ∀ᶠ x in 𝓝 (0 : OrderSpace n), 0 < a - K * ‖x‖ - L * ‖x‖ ^ 2 :=
    (isOpen_lt continuous_const hc).mem_nhds (by simpa using ha)
  rw [eventually_nhdsWithin_iff]
  filter_upwards [hev] with x hx hne
  have hx0 : x ≠ 0 := hne
  have hr : 0 < ‖x‖ := norm_pos_iff.mpr hx0
  -- near zero the quadratic term outweighs the cubic and quartic ones
  have h1 := (abs_le.mp (hK x hx0)).1
  have h2 := (abs_le.mp (hL x hx0)).1
  have h3 : 0 < ‖x‖ ^ 2 * (a - K * ‖x‖ - L * ‖x‖ ^ 2) := mul_pos (pow_pos hr 2) hx
  rw [landau_zero hC hQ]
  unfold landau
  linarith
```

Q: That is local stability. How do you decide whether some distant state lies lower?

A: By the discriminant. Suppose \(F(x)\ge 0\) everywhere. Fix \(x\), apply this to \(tx\) with \(t\ne0\), and divide by \(t^2\):

\[
Q(x)t^2 + C(x)t + a\|x\|^2 \ge 0 .
\]

At \(t=0\) this holds because \(a>0\). A quadratic that is nonnegative for all real \(t\) has no positive discriminant, so

\[
C(x)^2 \le 4a\|x\|^2 Q(x).
\]

Conversely, assume this inequality for all \(x\). For \(x\neq0\) put \(A = a\|x\|^2>0\) and complete the square:

\[
4A\,F(x) = (2A + C(x))^2 + \left(4A\,Q(x) - C(x)^2\right) \ge 0 .
\]

Hence \(F(x)\ge0\), and zero is a global minimum.

```lean
/-- For `a > 0`, `C` cubic and `Q` quartic, the disordered state is a global minimum exactly
when `C(x)² ≤ 4a‖x‖²Q(x)` for every `x`. -/
theorem global_min_iff {C Q : MvPolynomial (Fin n) ℝ} (hC : C.IsHomogeneous 3)
    (hQ : Q.IsHomogeneous 4) {a : ℝ} (ha : 0 < a) :
    (∀ x, landau a C Q 0 ≤ landau a C Q x) ↔
      ∀ x, value C x ^ 2 ≤ 4 * a * ‖x‖ ^ 2 * value Q x := by
  constructor
  · intro h x
    -- the quadratic in the amplitude is nonnegative, so its discriminant is not positive
    have hq : ∀ t : ℝ, 0 ≤ value Q x * (t * t) + value C x * t + a * ‖x‖ ^ 2 := by
      intro t
      by_cases ht : t = 0
      · subst ht
        have : 0 ≤ a * ‖x‖ ^ 2 := by positivity
        linarith
      · have h1 := h (t • x)
        rw [landau_zero hC hQ, landau_ray hC hQ] at h1
        have h2 := (mul_nonneg_iff_of_pos_left (by positivity : 0 < t ^ 2)).mp h1
        linarith
    have hd := discrim_le_zero hq
    unfold discrim at hd
    linarith
  · intro h x
    rw [landau_zero hC hQ]
    by_cases hx : x = 0
    · rw [hx, landau_zero hC hQ]
    · have hA : 0 < a * ‖x‖ ^ 2 := mul_pos ha (pow_pos (norm_pos_iff.mpr hx) 2)
      have h1 := h x
      -- complete the square
      have h2 : 0 ≤ (4 * (a * ‖x‖ ^ 2)) * landau a C Q x := by
        unfold landau
        linarith [sq_nonneg (2 * (a * ‖x‖ ^ 2) + value C x)]
      exact (mul_nonneg_iff_of_pos_left (by linarith)).mp h2
```

Q: You called it a quadratic, but \(Q(x)\) may vanish or be negative in some direction.

A: That is why the proof turns on Mathlib's `discrim_le_zero`. It takes the statement that \(\alpha t^2+\beta t+\gamma\ge0\) for all \(t\), and returns \(\beta^2-4\alpha\gamma\le0\), without requiring \(\alpha\neq0\). In our use \(\alpha=Q(x)\), \(\beta=C(x)\) and \(\gamma=a\|x\|^2\). If \(Q(x)=0\), the conclusion forces \(C(x)=0\), as it should: a sloping straight line becomes negative somewhere. The Lean proof therefore needs no case distinction on the sign of \(Q(x)\). The hypothesis `hq` is written with `t * t` to match the form that the lemma expects.

Q: Now the criterion itself. Where does \(C\neq0\) enter?

A: It supplies a direction that violates the inequality. A real polynomial that vanishes at every point is the zero polynomial (`MvPolynomial.funext`), so \(C(u)\ne0\) for some \(u\). Since \(C(0)=0\), this \(u\) is nonzero.

```lean
lemma exists_value_ne_zero {C : MvPolynomial (Fin n) ℝ} (hC : C.IsHomogeneous 3)
    (hC0 : C ≠ 0) : ∃ u : OrderSpace n, u ≠ 0 ∧ value C u ≠ 0 := by
  by_contra h
  apply hC0
  refine MvPolynomial.funext fun v => ?_
  have hv : value C (WithLp.toLp 2 v) = 0 := by
    by_contra hne
    refine h ⟨WithLp.toLp 2 v, fun h0 => hne ?_, hne⟩
    have hz := value_smul hC 0 (0 : OrderSpace n)
    rw [zero_smul] at hz
    rw [h0, hz]
    ring
  simpa [value] using hv
```

Take

\[
a_0 = \frac{C(u)^2}{4\|u\|^2(|Q(u)|+1)} > 0 .
\]

For \(0<a<a_0\),

\[
4a\|u\|^2Q(u) \le 4a\|u\|^2(|Q(u)|+1) < C(u)^2 ,
\]

so zero is not a global minimum and some state lies strictly below it. The added 1 keeps the denominator positive even if \(Q(u)=0\).

```lean
/-- Landau cubic criterion: for a nonzero cubic `C` and a quartic `Q`, the disordered state is
a strict local minimum for all `a > 0`, but for all sufficiently small `a > 0` some state
has lower free energy. -/
theorem landau_cubic_criterion {C Q : MvPolynomial (Fin n) ℝ} (hC : C.IsHomogeneous 3)
    (hQ : Q.IsHomogeneous 4) (hC0 : C ≠ 0) :
    (∀ a : ℝ, 0 < a →
      ∀ᶠ x in 𝓝[≠] (0 : OrderSpace n), landau a C Q 0 < landau a C Q x) ∧
    ∃ a₀ : ℝ, 0 < a₀ ∧ ∀ a : ℝ, 0 < a → a < a₀ →
      ∃ x, landau a C Q x < landau a C Q 0 := by
  refine ⟨fun a ha => strict_local_min hC hQ ha, ?_⟩
  obtain ⟨u, hu, hCu⟩ := exists_value_ne_zero hC hC0
  have hr : 0 < ‖u‖ := norm_pos_iff.mpr hu
  have hD : 0 < 4 * ‖u‖ ^ 2 * (|value Q u| + 1) := by positivity
  refine ⟨value C u ^ 2 / (4 * ‖u‖ ^ 2 * (|value Q u| + 1)), by positivity, ?_⟩
  intro a ha hlt
  by_contra h
  simp only [not_exists, not_lt] at h
  -- the global criterion fails in the direction `u`
  have h1 := (global_min_iff hC hQ ha).mp h u
  have h2 := (lt_div_iff₀ hD).mp hlt
  have h3 : a * (4 * ‖u‖ ^ 2 * value Q u) ≤ a * (4 * ‖u‖ ^ 2 * (|value Q u| + 1)) :=
    mul_le_mul_of_nonneg_left (mul_le_mul_of_nonneg_left
      (by linarith [le_abs_self (value Q u)]) (by positivity)) ha.le
  linarith
```

Q: But with \(Q=0\) your free energy has no lower bound. A lower state is then a runaway, not an ordered phase.

A: Agreed. `landau_cubic_criterion` says only that, for sufficiently small positive \(a\), the disordered state is locally stable and not lowest. For a transition between phases, the last theorem assumes \(Q(x)>0\) for every \(x\neq0\). This is the physical condition that the quartic term stabilises large order in every direction.

Now \(C^2/(4Q)\) is continuous on the unit sphere and attains a maximum there, at some \(u\):

\[
a_c = \max_{\|v\|=1}\frac{C(v)^2}{4Q(v)} = \frac{C(u)^2}{4Q(u)} .
\]

It is positive because \(C\) is nonzero in some direction. Writing \(x=\|x\|v\), both sides of the global criterion carry the factor \(\|x\|^6\), so the criterion reduces to \(C(v)^2\le 4aQ(v)\) for all unit \(v\), that is, to \(a\ge a_c\).

At \(a=a_c\) the quadratic along \(u\) has a double root \(t=-C(u)/(2Q(u))\neq0\):

\[
a_c + tC(u)+t^2Q(u) = \frac{C(u)^2}{4Q(u)}-\frac{C(u)^2}{2Q(u)}+\frac{C(u)^2}{4Q(u)} = 0 .
\]

The state \(tu\) therefore has the same free energy as the disordered one. In Lean, `exists_isMaxOn` supplies \(u\), the middle part of the proof establishes the equivalence, and `hb` is the double-root identity.

```lean
/-- For a nonzero cubic `C` and a quartic `Q` positive away from zero there is a threshold
`a_c > 0`: among positive `a`, the disordered state is a global minimum exactly when
`a ≥ a_c`, and at `a_c` a nonzero state has the same free energy. -/
theorem first_order_transition {C Q : MvPolynomial (Fin n) ℝ} (hC : C.IsHomogeneous 3)
    (hQ : Q.IsHomogeneous 4) (hC0 : C ≠ 0)
    (hpos : ∀ x : OrderSpace n, x ≠ 0 → 0 < value Q x) :
    ∃ ac : ℝ, 0 < ac ∧
      (∀ a : ℝ, 0 < a → ((∀ x, landau a C Q 0 ≤ landau a C Q x) ↔ ac ≤ a)) ∧
      ∃ x, x ≠ 0 ∧ landau ac C Q x = landau ac C Q 0 := by
  have hS : ∀ v : OrderSpace n, ‖v‖ = 1 → 0 < value Q v := fun v hv =>
    hpos v (norm_ne_zero_iff.mp (by rw [hv]; exact one_ne_zero))
  obtain ⟨y, hy, hCy⟩ := exists_value_ne_zero hC hC0
  obtain ⟨w, hw, hyw⟩ := exists_direction hy
  have hCw : value C w ≠ 0 := by
    intro h0
    apply hCy
    rw [hyw, value_smul hC, h0, mul_zero]
  have hcont : ContinuousOn (fun v : OrderSpace n => value C v ^ 2 / (4 * value Q v))
      (Metric.sphere 0 1) := by
    refine ContinuousOn.div ((continuous_value C).pow 2).continuousOn
      (continuous_const.mul (continuous_value Q)).continuousOn fun v hv => ?_
    have := hS v (mem_sphere_zero_iff_norm.mp hv)
    positivity
  -- the most favourable direction of ordering
  obtain ⟨u, hu, hmax⟩ := (isCompact_sphere (0 : OrderSpace n) 1).exists_isMaxOn
    ⟨w, mem_sphere_zero_iff_norm.mpr hw⟩ hcont
  have hu1 : ‖u‖ = 1 := mem_sphere_zero_iff_norm.mp hu
  have hQu := hS u hu1
  have hQw := hS w hw
  have hle : ∀ v : OrderSpace n, ‖v‖ = 1 →
      value C v ^ 2 / (4 * value Q v) ≤ value C u ^ 2 / (4 * value Q u) :=
    fun v hv => isMaxOn_iff.mp hmax v (mem_sphere_zero_iff_norm.mpr hv)
  have hac : 0 < value C u ^ 2 / (4 * value Q u) :=
    lt_of_lt_of_le (by positivity) (hle w hw)
  have hCu : value C u ≠ 0 := by
    intro h0
    rw [h0] at hac
    norm_num at hac
  refine ⟨value C u ^ 2 / (4 * value Q u), hac, fun a ha => ?_, ?_⟩
  · rw [global_min_iff hC hQ ha]
    constructor
    · intro h
      have h1 := h u
      rw [hu1] at h1
      rw [div_le_iff₀ (by positivity)]
      linarith
    · intro h x
      by_cases hx : x = 0
      · have hz := value_smul hC 0 (0 : OrderSpace n)
        rw [zero_smul] at hz
        rw [hx, hz]
        simp
      · obtain ⟨v, hv, hxv⟩ := exists_direction hx
        have hQv := hS v hv
        have h1 := (div_le_iff₀ (by positivity)).mp ((hle v hv).trans h)
        have hc : value C x = ‖x‖ ^ 3 * value C v := by rw [← value_smul hC, ← hxv]
        have hq : value Q x = ‖x‖ ^ 4 * value Q v := by rw [← value_smul hQ, ← hxv]
        have h2 := mul_le_mul_of_nonneg_left h1 (pow_nonneg (norm_nonneg x) 6)
        rw [hc, hq]
        linarith
  · -- the double root of the quadratic is the amplitude of the coexisting state
    refine ⟨(-value C u / (2 * value Q u)) • u, ?_, ?_⟩
    · refine smul_ne_zero (div_ne_zero (neg_ne_zero.mpr hCu) (by positivity)) ?_
      exact norm_ne_zero_iff.mp (by rw [hu1]; exact one_ne_zero)
    · have hb : value C u ^ 2 / (4 * value Q u) * 1 ^ 2
          + -value C u / (2 * value Q u) * value C u
          + (-value C u / (2 * value Q u)) ^ 2 * value Q u = 0 := by
        have hne := hQu.ne'
        generalize value Q u = q at hne ⊢
        generalize value C u = c
        have e1 : c ^ 2 / (4 * q) = c ^ 2 * q⁻¹ / 4 := by
          rw [div_eq_mul_inv, mul_inv]; ring
        have e2 : -c / (2 * q) = -c * q⁻¹ / 2 := by
          rw [div_eq_mul_inv, mul_inv]; ring
        rw [e1, e2]
        linear_combination (c ^ 2 * q⁻¹ / 4) * (inv_mul_cancel₀ hne)
      rw [landau_zero hC hQ, landau_ray hC hQ, hu1, hb, mul_zero]

end

end LandauCubicCriterion
```

```lean
#print axioms LandauCubicCriterion.landau_cubic_criterion
#print axioms LandauCubicCriterion.first_order_transition
```

```
'LandauCubicCriterion.landau_cubic_criterion' depends on axioms: [propext, Classical.choice, Quot.sound]
'LandauCubicCriterion.first_order_transition' depends on axioms: [propext, Classical.choice, Quot.sound]
```

Q: Is that enough to call the transition first order?

A: It gives coexistence. At \(a_c\) zero is a global minimum, so the nonzero state with equal free energy is one too, while zero is still a strict local minimum. Two separated states share the lowest free energy. The theorem does not follow the minimiser as \(a\) changes, and it says nothing about \(a\le0\).

Q: And what has been idealised away?

A: The order parameter is uniform in space and has finitely many components, fluctuations are absent, and the expansion stops at fourth order. Landau's criterion is usually stated for a symmetry-allowed expansion near a transition; here it is a statement about this one polynomial. Within such a mean-field model, the practical lesson for simulation is that a positive Hessian at the disordered state does not identify the lowest state.

Q: Does the argument reach transitions without a cubic term?

A: Yes, with one change. Let \(F(x)=a\|x\|^2+B(x)+S(x)\), with \(B\) a homogeneous quartic and \(S\) a homogeneous sextic that is positive away from zero. Along a unit vector \(v\), with \(s=t^2\),

\[
F(tv)=s\left(a+sB(v)+s^2S(v)\right), \qquad s\ge0 .
\]

For \(a>0\), only directions with \(B(v)<0\) can now take the free energy below \(F(0)=0\). If there are any, the threshold is the maximum of \(B(v)^2/(4S(v))\) over them, and a nonzero state coexists with the disordered one there. I have derived this variant only by hand; the Lean file treats the cubic case.
